# One displaced vibration at zero temperature: Poisson phonon lines, mirrored emission and a Stokes shift of 2Sω between the means

## Where is the Stokes shift when both spectra peak at ω₀?

Take an electronic transition weakly coupled to one vibration, and keep only two lines. The zero-phonon line lies at ω₀, the vibration has angular frequency ω > 0, and the coupling is a small Huang-Rhys factor S. To first order in S, the response at time t is

exp(-iω₀t - S(1 - exp(-iωt))) ≈ (1 - S) exp(-iω₀t) + S exp(-i(ω₀ + ω)t).

So absorption has weight 1 - S at ω₀ and weight S at ω₀ + ω. For emission I replace ω by -ω, and the weak line moves to ω₀ - ω.

Two things bother me. I was taught that the Stokes shift is 2Sω, but here the strongest line sits at ω₀ in both spectra. I was also taught that the variance is Sω², but my two lines give S(1 - S)ω². Are the textbook values only approximations, and what happens when S isn't small?

## The shift separates the means, and both values are exact

Your two-line spectra already have means ω₀ + Sω and ω₀ - Sω, which differ by 2Sω. The Stokes shift in this formula is a distance between means, not between strongest lines. The missing variance, S²ω², is of second order in S and was lost when you kept only first-order terms. Both values hold for every S ≥ 0 once all lines are kept.

The physical setting is a molecule whose electronic excitation moves the equilibrium position of one harmonic vibration without changing its frequency. Each transition starts from the vibrational ground state of the initial electronic state. S is half the square of the displacement, measured in units of √(ħ/(mω)) with m the mode's mass. Absorption that leaves n phonons behind needs the frequency ω₀ + nω; emission that leaves n phonons behind releases ω₀ - nω.

### From the response to the lines

Split the exponential and expand its last factor:

exp(-iω₀t - S(1 - exp(-iωt)))
= exp(-iω₀t) exp(-S) exp(S exp(-iωt))
= exp(-iω₀t) exp(-S) Σₙ Sⁿ exp(-inωt)/n!
= Σₙ Pₙ exp(-i(ω₀ + nω)t),

where n runs over 0, 1, 2, … and

Pₙ = exp(-S) Sⁿ/n!.

The weights sum to exp(-S) exp(S) = 1, and none is negative when S ≥ 0. Neighbours are related by

(n + 1) Pₙ₊₁ = exp(-S) Sⁿ⁺¹/n! = S Pₙ.

For S > 0 this gives Pₙ₊₁ ≥ Pₙ exactly when n + 1 ≤ S. If 0 < S < 1, the weights therefore fall from the start and the zero-phonon line is the strongest, as you found.

The same relation gives the averages. For a function g of the phonon number, the term n = 0 of Σₙ n g(n) Pₙ vanishes, and relabelling the rest gives

Σₙ n g(n) Pₙ = Σₙ (n + 1) g(n + 1) Pₙ₊₁ = S Σₙ g(n + 1) Pₙ.

Write ⟨…⟩ for an average with weights Pₙ. The choice g(n) = 1 gives ⟨n⟩ = S, and g(n) = n gives ⟨n²⟩ = S⟨n + 1⟩ = S(S + 1). Hence

mean = ω₀ + ω⟨n⟩ = ω₀ + Sω,
variance = ω²⟨(n - S)²⟩ = ω²(S(S + 1) - 2S² + S²) = Sω².

With -ω in place of ω, the mean becomes ω₀ - Sω and the variance stays Sω². The means differ by 2Sω.

The mirror rule compares positions line by line. An emission line satisfies ω₀ - nω = ω₀ + x exactly when the absorption line with the same n satisfies ω₀ + nω = ω₀ - x. Both carry the weight Pₙ, so the two spectra are reflections of each other about ω₀.

### Numbers for S = 0.1 and S = 2

At S = 0.1 the first weights are P₀ ≈ 0.9048, P₁ ≈ 0.0905, P₂ ≈ 0.0045 and P₃ ≈ 0.00015. Then

⟨n²⟩ ≈ 0.0905 + 4 · 0.0045 + 9 · 0.00015 ≈ 0.110,

and subtracting ⟨n⟩² = 0.01 leaves 0.10 = S. Your two lines gave ⟨n²⟩ = 0.1, which is 0.01 too little. The two-phonon line has little weight, but the factor n² = 4 makes it add about 0.018, while the one-phonon term is about 0.0095 smaller than your value 0.1. The three-phonon line supplies nearly all the rest.

At S = 2 the weights begin 0.135, 0.271, 0.271, 0.180, 0.090. Lines 1 and 2 are equally strong, which is the equality case n + 1 = S at n = 1. With ω₀ = 20000 cm⁻¹ and ω = 1000 cm⁻¹, the means are 22000 and 18000 cm⁻¹, so the Stokes shift is 4000 cm⁻¹. Each spectrum has standard deviation √2 · 1000 ≈ 1414 cm⁻¹.

At S = 0 only the line at ω₀ remains, with weight one, zero variance and no shift.

### What the Lean statements say

The code writes `w0` and `w` for ω₀ and ω. Both are real angular frequencies, and `w` may have either sign. `weight S n` is Pₙ, and `line w0 w n` is the frequency ω₀ + nω. `response` is the closed time-domain expression, defined without reference to the lines.

`response_hasSum` states that the weighted oscillations sum to `response`, for all real S, ω₀, ω and t. `HasSum f a` means that the series with terms `f n` converges to `a` irrespective of the order of summation. The identity also holds for negative S, but then P₁ is negative and the weights can't be line intensities. That is why `weight_nonneg` assumes S ≥ 0. The rule for rising weights, `weight_le_succ_iff`, assumes S > 0: at S = 0 all weights beyond n = 0 vanish, so P₁ ≤ P₂ holds although 2 ≤ S fails.

`strength S w0 w v` is the total weight found at the frequency `v`. For ω ≠ 0 at most one line lies there; for ω = 0 all lines coincide at ω₀. `emission_mirror` says that the emission strength at ω₀ + x equals the absorption strength at ω₀ - x.

`mean` and `variance` are infinite weighted sums over the lines. Lean would assign such a sum the value zero if it diverged, so `moments_hasSum` proves convergence together with the limits. `equal_widths_and_stokes_shift` then gives both variances and the difference of the means. This difference is positive when S and ω are positive.

The step left to physics is the identification of `response`, with ω for absorption and -ω for emission, with the dipole correlation functions of two displaced harmonic potentials, each divided by its value at t = 0. The model has one mode, equal vibrational frequencies in both electronic states, zero temperature, a transition dipole independent of the vibrational coordinate, and no line broadening. The strengths also omit the frequency prefactors of measured intensities, which differ between absorption and spontaneous emission and distort the mirror image.

In electronic-structure terms, and within this one-mode harmonic model, ω₀ + Sω is the vertical excitation frequency at the ground-state minimum and ω₀ - Sω is the vertical emission frequency at the excited-state minimum. Their difference gives S once ω is known.

```lean
import Mathlib

open Complex

namespace HuangRhysLineshape

noncomputable section

/-- The weight `exp(-S) S^n / n!` of the `n`-phonon line at Huang-Rhys factor `S`. -/
def weight (S : ℝ) (n : ℕ) : ℝ := Real.exp (-S) * S ^ n / (n.factorial : ℝ)

/-- The frequency `w0 + n w` of the `n`-phonon line; emission lines have `-w` in place of `w`. -/
def line (w0 w : ℝ) (n : ℕ) : ℝ := w0 + n * w

/-- The time-domain optical response `exp(-i w0 t - S (1 - exp(-i w t)))` of a transition
coupled to one vibration. -/
def response (S w0 w t : ℝ) : ℂ :=
  cexp (-I * w0 * t - S * (1 - cexp (-I * w * t)))

/-- The stick spectrum: the total weight of the lines that lie at the frequency `v`. -/
def strength (S w0 w v : ℝ) : ℝ := ∑' n : ℕ, if line w0 w n = v then weight S n else 0

/-- The mean frequency of the spectrum. -/
def mean (S w0 w : ℝ) : ℝ := ∑' n : ℕ, weight S n * line w0 w n

/-- The variance of the frequency in the spectrum. -/
def variance (S w0 w : ℝ) : ℝ := ∑' n : ℕ, weight S n * (line w0 w n - mean S w0 w) ^ 2

/-- For `S ≥ 0` no line has negative weight. -/
theorem weight_nonneg {S : ℝ} (hS : 0 ≤ S) (n : ℕ) : 0 ≤ weight S n := by
  unfold weight
  positivity

/-- The line weights sum to one. -/
theorem weight_hasSum (S : ℝ) : HasSum (weight S) 1 := by
  have h : HasSum (fun n : ℕ => S ^ n / (n.factorial : ℝ)) (Real.exp S) := by
    rw [Real.exp_eq_exp_ℝ]
    exact NormedSpace.expSeries_div_hasSum_exp S
  have k : HasSum (fun n : ℕ => Real.exp (-S) * (S ^ n / (n.factorial : ℝ)))
      (Real.exp (-S) * Real.exp S) := h.mul_left _
  convert k using 1
  · funext n
    simp only [weight]
    ring
  · rw [← Real.exp_add]
    simp

/-- Neighbouring line weights obey `(n + 1) P_{n+1} = S P_n`. -/
theorem weight_succ (S : ℝ) (n : ℕ) :
    ((n : ℝ) + 1) * weight S (n + 1) = S * weight S n := by
  have h1 : (n.factorial : ℝ) ≠ 0 := by positivity
  have h2 : (n : ℝ) + 1 ≠ 0 := by positivity
  simp only [weight, Nat.factorial_succ, pow_succ]
  push_cast
  field_simp

/-- For `S > 0` the progression does not fall from line `n` to line `n + 1` exactly when
`n + 1 ≤ S`. -/
theorem weight_le_succ_iff {S : ℝ} (hS : 0 < S) (n : ℕ) :
    weight S n ≤ weight S (n + 1) ↔ (n : ℝ) + 1 ≤ S := by
  have hp : 0 < weight S n := by
    unfold weight
    positivity
  have hn : (0 : ℝ) < (n : ℝ) + 1 := by positivity
  have hr := weight_succ S n
  constructor
  · intro h
    have h' := mul_le_mul_of_nonneg_left h hn.le
    exact le_of_mul_le_mul_right (h'.trans hr.le) hp
  · intro h
    have h' := mul_le_mul_of_nonneg_right h hp.le
    exact le_of_mul_le_mul_left (h'.trans hr.ge) hn

/-- Shift rule for phonon averages: if the average of `g (n + 1)` converges to `a`, then the
average of `g n * n` converges to `S a`. -/
theorem weight_shift {S a : ℝ} (g : ℕ → ℝ)
    (h : HasSum (fun n : ℕ => g (n + 1) * weight S n) a) :
    HasSum (fun n : ℕ => g n * n * weight S n) (S * a) := by
  -- the term n = 0 vanishes, and the recursion lowers the others by one phonon
  have k : HasSum (fun n : ℕ => S * (g (n + 1) * weight S n)) (S * a) := h.mul_left S
  have key : HasSum (fun n : ℕ => g (n + 1) * ((n + 1 : ℕ) : ℝ) * weight S (n + 1))
      (S * a - ∑ i ∈ Finset.range 1, g i * i * weight S i) := by
    convert k using 1
    · funext n
      push_cast
      linear_combination g (n + 1) * weight_succ S n
    · simp
  rw [← hasSum_nat_add_iff' 1]
  exact key

/-- The response is the sum of the oscillations `exp(-i (w0 + n w) t)` of the phonon lines,
each with its weight `exp(-S) S^n / n!`. -/
theorem response_hasSum (S w0 w t : ℝ) :
    HasSum (fun n : ℕ => (weight S n : ℂ) * cexp (-I * (line w0 w n : ℂ) * t))
      (response S w0 w t) := by
  have hexp : ∀ z : ℂ, HasSum (fun n : ℕ => z ^ n / (n.factorial : ℂ)) (cexp z) := by
    intro z
    rw [Complex.exp_eq_exp_ℂ]
    exact NormedSpace.expSeries_div_hasSum_exp z
  -- expand the exponential of S exp(-i w t)
  have k : HasSum (fun n : ℕ => cexp (-I * w0 * t + -S) *
      ((S * cexp (-I * w * t)) ^ n / (n.factorial : ℂ)))
      (cexp (-I * w0 * t + -S) * cexp (S * cexp (-I * w * t))) := (hexp _).mul_left _
  convert k using 1
  · funext n
    have e : cexp (-I * ((w0 : ℂ) + n * w) * t)
        = cexp (-I * w0 * t) * cexp (-I * w * t) ^ n := by
      rw [← Complex.exp_nat_mul, ← Complex.exp_add]
      congr 1
      ring
    simp only [weight, line]
    push_cast
    rw [e, Complex.exp_add, mul_pow]
    ring
  · rw [response, ← Complex.exp_add]
    congr 1
    ring

/-- The frequency average over the lines converges to `w0 + S w`, and the mean square deviation
from this value converges to `S w^2`. -/
theorem moments_hasSum (S w0 w : ℝ) :
    HasSum (fun n : ℕ => weight S n * line w0 w n) (w0 + S * w) ∧
    HasSum (fun n : ℕ => weight S n * (line w0 w n - (w0 + S * w)) ^ 2) (S * w ^ 2) := by
  have h0 := weight_hasSum S
  have sc : ∀ (c a : ℝ) (f : ℕ → ℝ), HasSum f a → HasSum (fun n => c * f n) (c * a) :=
    fun c _ _ h => h.mul_left c
  -- first and second moments of the phonon number
  have h1 : HasSum (fun n : ℕ => (n : ℝ) * weight S n) S := by
    have h := weight_shift (S := S) (a := 1) (fun _ => 1) (by simpa using h0)
    simpa using h
  have h2 : HasSum (fun n : ℕ => (n : ℝ) * n * weight S n) (S * (S + 1)) := by
    refine weight_shift (fun n => (n : ℝ)) ?_
    convert h1.add h0 using 1
    funext n
    push_cast
    ring
  constructor
  · convert (sc w0 _ _ h0).add (sc w _ _ h1) using 1
    · funext n
      simp only [line]
      ring
    · ring
  · convert ((sc (w ^ 2) _ _ h2).add (sc (-2 * S * w ^ 2) _ _ h1)).add
      (sc (S ^ 2 * w ^ 2) _ _ h0) using 1
    · funext n
      simp only [line]
      ring
    · ring

/-- Mirror-image rule: the emission strength at `w0 + x` equals the absorption strength at
`w0 - x`. -/
theorem emission_mirror (S w0 w x : ℝ) :
    strength S w0 (-w) (w0 + x) = strength S w0 w (w0 - x) := by
  unfold strength
  refine tsum_congr fun n => ?_
  have h : line w0 (-w) n = w0 + x ↔ line w0 w n = w0 - x := by
    unfold line
    constructor <;> intro h <;> linarith
  simp only [h]

/-- Absorption and emission both have variance `S w^2`, and their mean frequencies differ by the
Stokes shift `2 S w`. -/
theorem equal_widths_and_stokes_shift (S w0 w : ℝ) :
    variance S w0 w = S * w ^ 2 ∧ variance S w0 (-w) = S * w ^ 2 ∧
    mean S w0 w - mean S w0 (-w) = 2 * S * w := by
  have hm : ∀ u : ℝ, mean S w0 u = w0 + S * u := fun u => (moments_hasSum S w0 u).1.tsum_eq
  have hv : ∀ u : ℝ, variance S w0 u = S * u ^ 2 := by
    intro u
    unfold variance
    rw [hm u]
    exact (moments_hasSum S w0 u).2.tsum_eq
  refine ⟨hv w, ?_, ?_⟩
  · rw [hv (-w)]
    ring
  · rw [hm w, hm (-w)]
    ring

end

end HuangRhysLineshape
```

```lean
#print axioms HuangRhysLineshape.weight_le_succ_iff
#print axioms HuangRhysLineshape.response_hasSum
#print axioms HuangRhysLineshape.emission_mirror
#print axioms HuangRhysLineshape.equal_widths_and_stokes_shift
```

```
'HuangRhysLineshape.weight_le_succ_iff' depends on axioms: [propext, Classical.choice, Quot.sound]
'HuangRhysLineshape.response_hasSum' depends on axioms: [propext, Classical.choice, Quot.sound]
'HuangRhysLineshape.emission_mirror' depends on axioms: [propext, Classical.choice, Quot.sound]
'HuangRhysLineshape.equal_widths_and_stokes_shift' depends on axioms: [propext, Classical.choice, Quot.sound]
```

### How the lemmas carry the calculation

`weight_hasSum` takes the power series of exp(S) from Mathlib and multiplies it by exp(-S). `weight_succ` is the neighbour relation; after the factorial and the power are unfolded, `field_simp` clears the nonzero denominators.

`weight_le_succ_iff` compares neighbours without dividing. In one direction it multiplies Pₙ ≤ Pₙ₊₁ by n + 1, replaces (n + 1)Pₙ₊₁ by S Pₙ, and cancels the positive factor Pₙ. The other direction multiplies n + 1 ≤ S by Pₙ and cancels n + 1.

`weight_shift` is the relabelling of the sum. Its hypothesis is that the average of g(n + 1) converges to `a`, and its conclusion is that the average of n g(n) converges to S`a`. The lemma `hasSum_nat_add_iff' 1` separates the term n = 0 from the series, and `linear_combination` applies the neighbour relation to each remaining term.

`response_hasSum` follows the expansion of the response. The series for the complex exponential is applied to S exp(-iωt) and multiplied by exp(-iω₀t - S). The call `convert k using 1` leaves two equalities to prove, one for the terms and one for the total. For the terms, the equation `e` writes the oscillation of line n as exp(-iω₀t) times the n-th power of exp(-iωt).

In `moments_hasSum`, the shift rule is used twice. The first use gives `h1`, the average S of n. Adding the normalisation `h0` gives the average S + 1 of n + 1, which the second use turns into `h2`, the average S(S + 1) of n². The mean is a combination of `h0` and `h1`. The variance combines all three, with coefficients ω² for n², -2Sω² for n and S²ω² for the constant, as in the expansion of ω²(n - S)².

`emission_mirror` compares the two sums term by term through `tsum_congr`, and `linarith` proves that the two conditions on the line position are equivalent. The last theorem first establishes the mean and variance for an arbitrary real frequency `u`, using `tsum_eq` to pass from a convergent series to its value. It then sets `u` to `w` and to `-w`, and `ring` finishes the algebra.
